# Parity-odd coupling paths are fewer than half of all paths at any common angular momentum cutoff

An equivariant model of a molecule or a solid carries features that transform under rotations like states of angular momentum l = 0, 1, …, L. Two features, with angular momenta a and b, can be coupled to a third with angular momentum c when the triple obeys the triangle inequalities. Each such ordered triple (a, b, c) is a coupling path. If every feature has the parity (−1)^l of a spherical harmonic, equivariance under inversion forbids the paths with odd a + b + c, whether or not the structure itself has an inversion centre. The cross product of two vectors is an example: the path (1, 1, 1) yields an axial vector, not a polar one. How many paths disappear when these are dropped?

## Counting the paths by hand

Let N(L) be the number of paths with all entries at most L, and let E(L) and O(L) be the numbers with even and odd sum. The claims are

N(L) = (L + 1)(L² + 2L + 2)/2,
O(L + 1) = E(L),
1/2 − 3/(4(L + 1)) < O(L)/N(L) < 1/2.

**The total.** There are (L + 1)³ triples with entries at most L. No triple violates two triangle inequalities: adding a > b + c and b > a + c would give 0 > 2c. The three kinds of violation are equally frequent by symmetry, so it is enough to count V(L), the number of triples with a > b + c. For fixed a and b ≤ a there are a − b choices of c, and for b > a there are none. Summing over b gives a(a + 1)/2, and summing over a gives

V(L) = L(L + 1)(L + 2)/6.

Hence

N(L) = (L + 1)³ − 3V(L) = (L + 1)[(L + 1)² − L(L + 2)/2] = (L + 1)(L² + 2L + 2)/2.

**The shift.** Take an odd path with cutoff L + 1. Equality a = b + c would make the sum 2a, which is even, so a ≤ b + c − 1, and likewise for the other two inequalities. No entry is zero either, since a = 0 forces b = c and again an even sum. Lowering every entry by one therefore gives natural numbers at most L with

a − 1 ≤ (b − 1) + (c − 1),

and the sum drops by three, to an even number. Conversely, raising the entries of an even path by one preserves the triangle inequalities and makes the sum odd. So O(L + 1) = E(L).

**The excess.** Put D(L) = E(L) − O(L). Since E(L) + O(L) = N(L), the shift gives

D(L + 1) = N(L + 1) − 2E(L) = N(L + 1) − N(L) − D(L).

With n = L + 1, the formula for the total gives N(L + 1) − N(L) = (3n² + 3n + 2)/2. Let r(n) be the remainder of n modulo 2. Then 4D(L) = 3n² + r(n) holds at L = 0, where both sides are 4, and it propagates:

4D(L + 1) = 6n² + 6n + 4 − 3n² − r(n) = 3(n + 1)² + r(n + 1).

**The fraction.** Since O = (N − D)/2 and N = n(n² + 1)/2,

O/N = 1/2 − (3n² + r(n))/(4n(n² + 1)).

The subtracted term is positive, and it is less than 3/(4n) because r(n) < 3.

The saving approaches one half only for large L. For L = 1, 2, 3 it is 1/5, 4/15 and 11/34, so a model with a small cutoff drops a third of its paths or fewer. This is a count with one path per triple and the same cutoff in all three places; computing time also depends on channel numbers and on the cost of each path.

## Paths as a finite set of triples

In Lean 4 with Mathlib:

```lean
import Mathlib

open Finset

namespace CouplingPathCount

/-- The coupling paths with cutoff `L`: ordered triples of angular momenta, each at most `L`,
that obey the three triangle inequalities. -/
def couplingPaths (L : ℕ) : Finset (ℕ × ℕ × ℕ) :=
  (range (L + 1) ×ˢ range (L + 1) ×ˢ range (L + 1)).filter
    (fun p => p.1 ≤ p.2.1 + p.2.2 ∧ p.2.1 ≤ p.1 + p.2.2 ∧ p.2.2 ≤ p.1 + p.2.1)
```

A path is a nested pair `p`, with a = `p.1`, b = `p.2.1` and c = `p.2.2`. `range (L + 1)` contains 0, …, L. Natural numbers restrict the count to integer angular momenta. The triangle inequalities are the definition of a path here; they are not derived from 3j symbols.

```lean
/-- The parity-even coupling paths: those whose three angular momenta have an even sum. -/
def evenPaths (L : ℕ) : Finset (ℕ × ℕ × ℕ) :=
  (couplingPaths L).filter (fun p => Even (p.1 + p.2.1 + p.2.2))

/-- The parity-odd coupling paths: those whose three angular momenta have an odd sum. -/
def oddPaths (L : ℕ) : Finset (ℕ × ℕ × ℕ) :=
  (couplingPaths L).filter (fun p => Odd (p.1 + p.2.1 + p.2.2))
```

The two subsets are selected by the parity of the sum. The next theorem connects this with inversion symmetry.

```lean
/-- If angular momentum `l` carries parity `(-1)^l`, the product of the parities of `a` and `b`
equals the parity of `c` exactly when `a + b + c` is even. -/
theorem parity_conserved_iff (a b c : ℕ) :
    (-1 : ℤ) ^ a * (-1) ^ b = (-1) ^ c ↔ Even (a + b + c) := by
  have h : ∀ n : ℕ, (-1 : ℤ) ^ n = if Even n then 1 else -1 := by
    intro n
    split_ifs with hn
    · exact hn.neg_one_pow
    · exact (Nat.not_even_iff_odd.mp hn).neg_one_pow
  rw [h a, h b, h c]
  by_cases ha : Even a <;> by_cases hb : Even b <;> by_cases hc : Even c <;>
    norm_num [ha, hb, hc, Nat.even_add]
```

The premise is that the parity of a feature is fixed by its l. The proof replaces each power by 1 or −1 and checks the eight cases.

A model can also carry features of both parities σ = ±1 at every l, axial vectors included. The selection rule is then σ₁σ₂ = σ₃, which allows four of the eight parity assignments for every triangle triple, whether its sum is even or odd. No triple is dropped in that case.

## Violations and the total

```lean
/-- Among all triples with entries at most `L`, those whose first entry exceeds the sum of the
other two number `L (L + 1) (L + 2) / 6`. -/
theorem six_mul_violations (L : ℕ) :
    6 * (∑ a ∈ range (L + 1), ∑ b ∈ range (L + 1), ∑ c ∈ range (L + 1),
      (if b + c < a then 1 else 0 : ℕ)) = L * (L + 1) * (L + 2) := by
  -- triangular numbers, with truncated terms beyond `a`
  have tri : ∀ N a : ℕ, a ≤ N → 2 * ∑ b ∈ range N, (a - b) = a * (a + 1) := by
    intro N
    induction N with
    | zero =>
      intro a ha
      obtain rfl : a = 0 := by omega
      simp
    | succ N ih =>
      intro a ha
      cases a with
      | zero => simp
      | succ a =>
        rw [sum_range_succ']
        simp only [Nat.add_sub_add_right, Nat.sub_zero]
        rw [mul_add, ih a (by omega)]
        ring
  have h2 : 2 * (∑ a ∈ range (L + 1), ∑ b ∈ range (L + 1), ∑ c ∈ range (L + 1),
      (if b + c < a then 1 else 0 : ℕ)) = ∑ a ∈ range (L + 1), a * (a + 1) := by
    rw [mul_sum]
    refine sum_congr rfl fun a ha => ?_
    rw [← tri (L + 1) a (le_of_lt (mem_range.mp ha))]
    congr 1
    refine sum_congr rfl fun b _ => ?_
    have hf : (range (L + 1)).filter (fun c => b + c < a) = range (a - b) := by
      ext c
      simp only [mem_filter, mem_range] at ha ⊢
      omega
    rw [← card_filter, hf, card_range]
  have h3 : ∀ n : ℕ, 3 * ∑ a ∈ range (n + 1), a * (a + 1) = n * (n + 1) * (n + 2) := by
    intro n
    induction n with
    | zero => simp
    | succ n ih =>
      rw [sum_range_succ, mul_add, ih]
      ring
  rw [show (6 : ℕ) = 3 * 2 from rfl, mul_assoc, h2, h3]
```

The statement is 6V(L) = L(L + 1)(L + 2), with V written as a sum of indicators. `tri` is the sum over b; subtraction of natural numbers stops at zero, which correctly gives no choices for b > a. `h2` counts the values of c and inserts `tri`, and `h3` performs the sum over a by induction.

```lean
/-- The number of coupling paths with cutoff `L` is `(L + 1) (L² + 2 L + 2) / 2`. -/
theorem two_mul_card_couplingPaths (L : ℕ) :
    2 * (couplingPaths L).card = (L + 1) * (L ^ 2 + 2 * L + 2) := by
  have hT : (couplingPaths L).card =
      ∑ a ∈ range (L + 1), ∑ b ∈ range (L + 1), ∑ c ∈ range (L + 1),
        (if a ≤ b + c ∧ b ≤ a + c ∧ c ≤ a + b then 1 else 0 : ℕ) := by
    simp only [couplingPaths, card_filter, sum_product]
  -- a triple is a coupling path or violates exactly one triangle inequality
  have h1 : ∀ a b c : ℕ, (if a ≤ b + c ∧ b ≤ a + c ∧ c ≤ a + b then 1 else 0 : ℕ)
      + (if b + c < a then 1 else 0) + (if a + c < b then 1 else 0)
      + (if a + b < c then 1 else 0) = 1 := by
    intro a b c
    split_ifs <;> omega
  have hc : ∑ a ∈ range (L + 1), ∑ b ∈ range (L + 1), ∑ c ∈ range (L + 1),
      ((if a ≤ b + c ∧ b ≤ a + c ∧ c ≤ a + b then 1 else 0 : ℕ)
      + (if b + c < a then 1 else 0) + (if a + c < b then 1 else 0)
      + (if a + b < c then 1 else 0)) = (L + 1) * ((L + 1) * (L + 1)) := by
    simp only [h1]
    simp
  simp only [sum_add_distrib] at hc
  -- the three kinds of violation are equally frequent
  have h3 : ∑ a ∈ range (L + 1), ∑ b ∈ range (L + 1), ∑ c ∈ range (L + 1),
      (if a + c < b then 1 else 0 : ℕ) = ∑ a ∈ range (L + 1), ∑ b ∈ range (L + 1),
      ∑ c ∈ range (L + 1), (if b + c < a then 1 else 0 : ℕ) := sum_comm
  have h4 : ∑ a ∈ range (L + 1), ∑ b ∈ range (L + 1), ∑ c ∈ range (L + 1),
      (if a + b < c then 1 else 0 : ℕ) = ∑ a ∈ range (L + 1), ∑ b ∈ range (L + 1),
      ∑ c ∈ range (L + 1), (if b + c < a then 1 else 0 : ℕ) := by
    calc _ = ∑ a ∈ range (L + 1), ∑ c ∈ range (L + 1), ∑ b ∈ range (L + 1),
          (if a + b < c then 1 else 0 : ℕ) := sum_congr rfl fun a _ => sum_comm
      _ = _ := sum_comm
  rw [h3, h4, ← hT] at hc
  have key : ∀ T V : ℕ, T + V + V + V = (L + 1) * ((L + 1) * (L + 1)) →
      6 * V = L * (L + 1) * (L + 2) → 2 * T = (L + 1) * (L ^ 2 + 2 * L + 2) := by
    intro T V e1 e2
    nlinarith
  exact key _ _ hc (six_mul_violations L)
```

`h1` says that each triple is either a path or violates exactly one inequality, and `hc` sums this over the cube. The symmetry between the violations becomes an exchange of summation order in `h3` and `h4`. `key` is the final subtraction, with T for N(L) and V for V(L).

## The shift by one and the excess

```lean
/-- There are as many parity-odd paths with cutoff `L + 1` as parity-even paths with
cutoff `L`. -/
theorem card_oddPaths_succ (L : ℕ) : (oddPaths (L + 1)).card = (evenPaths L).card := by
  symm
  -- raise all three angular momenta by one
  refine card_bij (fun p _ => (p.1 + 1, p.2.1 + 1, p.2.2 + 1)) ?_ ?_ ?_
  · rintro ⟨a, b, c⟩ h
    simp only [evenPaths, oddPaths, couplingPaths, mem_filter, mem_product, mem_range,
      Nat.even_iff, Nat.odd_iff] at h ⊢
    omega
  · rintro ⟨a, b, c⟩ _ ⟨a', b', c'⟩ _ h
    simp only [Prod.mk.injEq] at h ⊢
    omega
  · rintro ⟨a, b, c⟩ h
    simp only [oddPaths, couplingPaths, mem_filter, mem_product, mem_range,
      Nat.odd_iff] at h
    refine ⟨(a - 1, b - 1, c - 1), ?_, ?_⟩
    · simp only [evenPaths, couplingPaths, mem_filter, mem_product, mem_range, Nat.even_iff]
      omega
    · simp only [Prod.mk.injEq]
      omega
```

The bijection runs upwards, from even paths to odd ones. The three bullets show that the image is an odd path, that the map is injective, and that every odd path is reached, by lowering its entries. `omega` settles the parity and inequality arguments.

```lean
/-- The parity-even and parity-odd paths together make up all coupling paths. -/
theorem card_even_add_card_odd (L : ℕ) :
    (evenPaths L).card + (oddPaths L).card = (couplingPaths L).card := by
  rw [evenPaths, oddPaths, card_filter, card_filter, ← sum_add_distrib, card_eq_sum_ones]
  refine sum_congr rfl fun p _ => ?_
  simp only [Nat.even_iff, Nat.odd_iff]
  split_ifs <;> omega

/-- Four times the excess of parity-even over parity-odd paths is `3 (L + 1)²`, plus one when
`L` is even. -/
theorem even_odd_excess (L : ℕ) :
    4 * (evenPaths L).card = 4 * (oddPaths L).card + 3 * (L + 1) ^ 2 + (L + 1) % 2 := by
  induction L with
  | zero => decide
  | succ L ih =>
    have s0 := card_even_add_card_odd L
    have s1 := card_even_add_card_odd (L + 1)
    have t0 := two_mul_card_couplingPaths L
    have t1 := two_mul_card_couplingPaths (L + 1)
    have hr : (L + 1) % 2 + (L + 1 + 1) % 2 = 1 := by omega
    rw [card_oddPaths_succ] at s1 ⊢
    nlinarith
```

The excess is written as an addition, which avoids subtraction in the natural numbers; `(L + 1) % 2` is r(n). The induction step collects the totals at both cutoffs, replaces O(L + 1) by E(L), and leaves the algebra of the recursion to `nlinarith`.

## The saved fraction

```lean
/-- Dropping the parity-odd paths saves less than half of all coupling paths, and the saved
fraction falls short of one half by less than `3 / (4 (L + 1))`. -/
theorem saved_fraction_bounds (L : ℕ) :
    1 / 2 - 3 / (4 * ((L : ℝ) + 1)) < ((oddPaths L).card : ℝ) / (couplingPaths L).card ∧
      ((oddPaths L).card : ℝ) / (couplingPaths L).card < 1 / 2 := by
  have hx := even_odd_excess L
  have hr : (L + 1) % 2 ≤ 1 := by omega
  have u : 4 * (evenPaths L).card ≤ 4 * (oddPaths L).card + 3 * (L + 1) ^ 2 + 1 := by linarith
  have l : 4 * (oddPaths L).card + 3 * (L + 1) ^ 2 ≤ 4 * (evenPaths L).card := by
    rw [hx]
    exact Nat.le_add_right _ _
  have u' : 4 * ((evenPaths L).card : ℝ) ≤
      4 * (oddPaths L).card + 3 * ((L : ℝ) + 1) ^ 2 + 1 := by exact_mod_cast u
  have l' : 4 * ((oddPaths L).card : ℝ) + 3 * ((L : ℝ) + 1) ^ 2 ≤
      4 * (evenPaths L).card := by exact_mod_cast l
  have s : ((evenPaths L).card : ℝ) + (oddPaths L).card = (couplingPaths L).card := by
    exact_mod_cast card_even_add_card_odd L
  have t : 2 * ((couplingPaths L).card : ℝ) = ((L : ℝ) + 1) * ((L : ℝ) ^ 2 + 2 * L + 2) := by
    exact_mod_cast two_mul_card_couplingPaths L
  have hn : (0 : ℝ) < (L : ℝ) + 1 := by positivity
  have hpos : (0 : ℝ) < (couplingPaths L).card := by
    have : (0 : ℝ) < ((L : ℝ) + 1) * ((L : ℝ) ^ 2 + 2 * L + 2) := by positivity
    linarith
  have hsq : (0 : ℝ) < ((L : ℝ) + 1) ^ 2 := by positivity
  constructor
  · -- the allowed shortfall, multiplied by the number of paths
    have e : 3 / (4 * ((L : ℝ) + 1)) * (couplingPaths L).card =
        3 * (((L : ℝ) + 1) ^ 2 + 1) / 8 := by
      rw [div_mul_eq_mul_div, div_eq_iff (by positivity)]
      linear_combination (3 / 2) * t
    rw [lt_div_iff₀ hpos, sub_mul, e]
    linarith
  · rw [div_lt_iff₀ hpos]
    linarith

end CouplingPathCount
```

The counts are carried over to the real numbers, and both inequalities are multiplied by N(L), which `hpos` shows to be positive. The upper bound then follows from D(L) > 0. For the lower bound, `e` evaluates the permitted shortfall as 3(n² + 1)/8 paths, while the actual one, D(L)/2, is at most (3n² + 1)/8.

```lean
#print axioms CouplingPathCount.parity_conserved_iff
#print axioms CouplingPathCount.card_oddPaths_succ
#print axioms CouplingPathCount.saved_fraction_bounds
```

```
'CouplingPathCount.parity_conserved_iff' depends on axioms: [propext, Classical.choice, Quot.sound]
'CouplingPathCount.card_oddPaths_succ' depends on axioms: [propext, Classical.choice, Quot.sound]
'CouplingPathCount.saved_fraction_bounds' depends on axioms: [propext, Classical.choice, Quot.sound]
```
